# The Randić energy of a finite graph with an edge lies between 2 and the number of vertices

Let $G$ be a simple graph on a finite vertex set $V$ with $n$ elements: edges have no direction, no vertex is joined to itself, and two vertices share at most one edge. Write $u\sim v$ when $uv$ is an edge, and let $d_u$ be the degree of $u$, the number of its neighbours. The Randić matrix $R$ is the real $n\times n$ matrix with

$$R_{uv}=\begin{cases}1/\sqrt{d_u d_v}, & u\sim v,\\ 0, & \text{otherwise.}\end{cases}$$

Its eigenvalues $\mu_i$ are counted with multiplicity, and the Randić energy is $E=\sum_i|\mu_i|$. This is a pure number. In a non-interacting tight-binding model with one orbital per site and Hamiltonian $-R$, in units of a fixed positive hopping energy, doubly filling every level of negative energy gives the total energy $-E$, so the bounds below limit that total for this particular choice of bond-dependent hopping.

The theorem assumes that $G$ has at least one edge. Only the lower bound needs this: without edges $R=0$ and $E=0$, which still satisfies $E\le n$. A graph with at least one vertex and no isolated vertices satisfies the assumption. Isolated vertices are otherwise allowed; they contribute zero rows and columns to $R$.

In Lean, `V` is the finite vertex type, `G : SimpleGraph V` is the graph, and `G.degree u` is $d_u$. The matrix has exact real entries.

```lean
import Mathlib

open Matrix

namespace RandicEnergy

noncomputable section

variable {V : Type*} [Fintype V] [DecidableEq V]

/-- The Randić matrix: entry `1/√(d_u d_v)` on each edge `uv`, zero elsewhere. -/
def randicMatrix (G : SimpleGraph V) [DecidableRel G.Adj] : Matrix V V ℝ :=
  Matrix.of fun u v => if G.Adj u v then 1 / √((G.degree u : ℝ) * (G.degree v : ℝ)) else 0
```

## (a) Symmetry of the Randić matrix

**Task.** Show that $R$ is real symmetric.

**Solution.** If $u\sim v$, then also $v\sim u$, and $R_{uv}=1/\sqrt{d_ud_v}=1/\sqrt{d_vd_u}=R_{vu}$. If $u$ and $v$ are not adjacent, both entries are zero.

Lean states this as `IsHermitian`, which for a real matrix means symmetric. The proof compares entries and treats the same two cases.

```lean
variable (G : SimpleGraph V) [DecidableRel G.Adj]

omit [DecidableEq V] in
/-- The Randić matrix is real symmetric. -/
theorem randicMatrix_isHermitian : (randicMatrix G).IsHermitian := by
  ext u v
  rw [Matrix.conjTranspose_apply, star_trivial]
  by_cases h : G.Adj u v
  · simp only [randicMatrix, Matrix.of_apply, if_pos h, if_pos h.symm, mul_comm]
  · have h' : ¬ G.Adj v u := fun k => h k.symm
    simp only [randicMatrix, Matrix.of_apply, if_neg h, if_neg h']
```

Symmetry makes the spectrum real, so the eigenvalues and the energy can now be defined. The function `randicEigenvalue G` is indexed by `V` because there are $n$ eigenvalues; the index $i$ is only a label and does not attach an eigenvalue to a particular vertex.

```lean
/-- The eigenvalues of the Randić matrix, listed with multiplicity. -/
def randicEigenvalue : V → ℝ := (randicMatrix_isHermitian G).eigenvalues

/-- The Randić energy: the sum of the absolute eigenvalues of the Randić matrix. -/
def randicEnergy : ℝ := ∑ i, |randicEigenvalue G i|
```

## (b) Action on a vector

**Task.** For a real vector $x$ and a vertex $u$, show that

$$(Rx)_u=\frac{1}{\sqrt{d_u}}\sum_{v\sim u}\frac{x_v}{\sqrt{d_v}}.$$

**Solution.** Only neighbours of $u$ contribute to $\sum_v R_{uv}x_v$. For each of them $\sqrt{d_ud_v}=\sqrt{d_u}\sqrt{d_v}$, and the common factor $1/\sqrt{d_u}$ comes out of the sum. For an isolated $u$ the left side is zero; the formula agrees if a quotient with denominator $\sqrt0$ is read as zero, which is Lean's convention and is used below as well.

The proof turns the sum over `G.neighborFinset u` into a sum over all vertices with an adjacency condition, then compares the terms one by one.

```lean
omit [DecidableEq V] in
/-- The Randić matrix acts on a vector by a degree-weighted sum over neighbours. -/
theorem randicMatrix_mulVec (x : V → ℝ) (u : V) :
    (randicMatrix G *ᵥ x) u =
      (∑ v ∈ G.neighborFinset u, x v / √(G.degree v : ℝ)) / √(G.degree u : ℝ) := by
  rw [G.neighborFinset_eq_filter, Finset.sum_filter, Finset.sum_div]
  simp only [Matrix.mulVec, dotProduct]
  refine Finset.sum_congr rfl fun v _ => ?_
  by_cases h : G.Adj u v
  · simp only [randicMatrix, Matrix.of_apply, if_pos h]
    rw [Real.sqrt_mul (Nat.cast_nonneg _)]
    ring
  · simp [randicMatrix, h]
```

## (c) An orthogonal matrix of eigenvectors

**Task.** Find a real matrix $U$ with $U^{\mathsf T}U=1$ and $RU=UM$, where $M=\mathrm{diag}(\mu_i)$.

**Solution.** By the spectral theorem, the real symmetric matrix $R$ has an orthonormal basis of eigenvectors $x^{(i)}$ with $Rx^{(i)}=\mu_ix^{(i)}$. Make them the columns of $U$, so that $U_{ui}=x^{(i)}_u$. Then

$$(U^{\mathsf T}U)_{ij}=\sum_u x^{(i)}_ux^{(j)}_u=\delta_{ij},\qquad (RU)_{ui}=(Rx^{(i)})_u=\mu_iU_{ui}=(UM)_{ui}.$$

Mathlib supplies the spectral theorem through `eigenvectorBasis`. The two halves of the Lean proof are these two entrywise identities.

```lean
/-- An orthogonal matrix diagonalises the Randić matrix. -/
theorem exists_eigenframe : ∃ U : Matrix V V ℝ, Uᵀ * U = 1 ∧
    randicMatrix G * U = U * Matrix.diagonal (randicEigenvalue G) := by
  have hA := randicMatrix_isHermitian G
  refine ⟨Matrix.of fun u i => hA.eigenvectorBasis i u, ?_, ?_⟩
  · ext i j
    rw [Matrix.one_apply]
    refine Eq.trans ?_ (orthonormal_iff_ite.mp hA.eigenvectorBasis.orthonormal i j)
    simp only [Matrix.mul_apply, Matrix.transpose_apply, Matrix.of_apply, PiLp.inner_apply,
      RCLike.inner_apply, conj_trivial, mul_comm]
  · ext u i
    have h := congrFun (hA.mulVec_eigenvectorBasis i) u
    simp only [Pi.smul_apply, smul_eq_mul] at h
    rw [Matrix.mul_diagonal]
    exact h.trans (mul_comm _ _)
```

## (d) An eigenvector for each listed eigenvalue

**Task.** For each $i$, find a nonzero $x$ with $(Rx)_u=\mu_ix_u$ at every vertex $u$.

**Solution.** Take column $i$ of $U$. The eigenvalue equation is column $i$ of $RU=UM$. If all entries of the column vanished, the diagonal entry $(U^{\mathsf T}U)_{ii}$ would be $0$ instead of $1$.

Lean expresses that $x$ is nonzero by giving a vertex `u` with `x u ≠ 0`. That form is convenient in part (g).

```lean
/-- Every listed eigenvalue has a nonzero eigenvector. -/
theorem exists_eigenvector (i : V) : ∃ x : V → ℝ, (∃ u, x u ≠ 0) ∧
    ∀ u, (randicMatrix G *ᵥ x) u = randicEigenvalue G i * x u := by
  obtain ⟨U, hU, hAU⟩ := exists_eigenframe G
  refine ⟨fun u => U u i, ?_, fun u => ?_⟩
  · by_contra! h
    have h' : ∀ u, U u i = 0 := h
    have h1 := congrFun (congrFun hU i) i
    simp [Matrix.mul_apply, h'] at h1
  · have h1 := congrFun (congrFun hAU u) i
    rw [Matrix.mul_diagonal] at h1
    exact h1.trans (mul_comm _ _)
```

## (e) The eigenvalues sum to zero

**Task.** Show that $\sum_i\mu_i=0$.

**Solution.** No vertex is its own neighbour, so every diagonal entry of $R$ is zero and $\operatorname{tr}R=0$. Since $R=UMU^{\mathsf T}$, cyclicity of the trace gives $\operatorname{tr}R=\operatorname{tr}M=\sum_i\mu_i$.

The Lean proof computes the zero trace from the definition and takes the equality of trace and eigenvalue sum from Mathlib.

```lean
/-- The Randić eigenvalues sum to zero. -/
theorem sum_randicEigenvalue : ∑ i, randicEigenvalue G i = 0 := by
  have h0 : (randicMatrix G).trace = 0 := by simp [Matrix.trace, randicMatrix]
  have h := (randicMatrix_isHermitian G).trace_eq_sum_eigenvalues
  rw [h0] at h
  exact h.symm
```

## (f) One is an eigenvalue

**Task.** Suppose $a\sim b$. Show that $\mu_i=1$ for some $i$.

**Solution.** Let $w_v=\sqrt{d_v}$. Every neighbour $v$ of $u$ has positive degree, so $w_v/\sqrt{d_v}=1$, and part (b) gives

$$(Rw)_u=\frac{1}{\sqrt{d_u}}\sum_{v\sim u}1=\frac{d_u}{\sqrt{d_u}}=\sqrt{d_u}=w_u.$$

At an isolated vertex both sides are zero. Thus $Rw=w$, and $w\neq0$ because $w_a>0$. With $m$ edges, $\sum_v w_v^2=\sum_v d_v=2m$, so $w$ after normalisation has components $\sqrt{d_v/(2m)}$.

It remains to show that the value 1 occurs in the list $\mu_i$. Let $c=U^{\mathsf T}w$ be the components of $w$ in the eigenbasis. Transposing $RU=UM$ gives $U^{\mathsf T}R=MU^{\mathsf T}$, hence

$$Mc=U^{\mathsf T}Rw=U^{\mathsf T}w=c,\qquad\text{that is,}\qquad(\mu_i-1)c_i=0.$$

If no $\mu_i$ were 1, every $c_i$ would vanish. Then $w=UU^{\mathsf T}w=Uc=0$, which contradicts $w_a>0$.

In the Lean proof, `hw` is $Rw=w$, `h3` is $Mc=c$, `h4` is $c=0$, and `h7` is the reconstruction of $w$ from its components. The last lines evaluate the resulting equation at `a`.

```lean
variable {G} in
/-- A graph with an edge has 1 among its Randić eigenvalues. -/
theorem exists_eigenvalue_one {a b : V} (hab : G.Adj a b) : ∃ i, randicEigenvalue G i = 1 := by
  have hpos : ∀ {u v}, G.Adj u v → 0 < √(G.degree u : ℝ) := fun {u v} h => by
    have hd : 0 < G.degree u := Finset.card_pos.mpr ⟨v, (G.mem_neighborFinset u v).mpr h⟩
    exact Real.sqrt_pos.mpr (by exact_mod_cast hd)
  obtain ⟨w, hwdef⟩ : ∃ w : V → ℝ, w = fun v => √(G.degree v : ℝ) := ⟨_, rfl⟩
  -- the vector of square roots of degrees is fixed by the Randić matrix
  have hw : randicMatrix G *ᵥ w = w := by
    ext u
    have h1 : ∑ v ∈ G.neighborFinset u, w v / √(G.degree v : ℝ) = (G.degree u : ℝ) := by
      calc _ = ∑ v ∈ G.neighborFinset u, (1 : ℝ) := Finset.sum_congr rfl fun v hv => by
            rw [hwdef]
            exact div_self (hpos ((G.mem_neighborFinset u v).mp hv).symm).ne'
        _ = _ := by simp
    rw [randicMatrix_mulVec, h1, hwdef]
    exact Real.div_sqrt
  obtain ⟨U, hU, hAU⟩ := exists_eigenframe G
  have hU' : U * Uᵀ = 1 := mul_eq_one_comm.mp hU
  have hT : (randicMatrix G)ᵀ = randicMatrix G := by
    ext u v
    simpa using (randicMatrix_isHermitian G).apply u v
  have h2 := congrArg Matrix.transpose hAU
  rw [Matrix.transpose_mul, Matrix.transpose_mul, hT, Matrix.diagonal_transpose] at h2
  by_contra! h
  -- otherwise all its components in the eigenframe vanish
  have h3 : Matrix.diagonal (randicEigenvalue G) *ᵥ (Uᵀ *ᵥ w) = Uᵀ *ᵥ w := by
    rw [Matrix.mulVec_mulVec, ← h2, ← Matrix.mulVec_mulVec, hw]
  have h4 : Uᵀ *ᵥ w = 0 := by
    ext i
    have h5 := congrFun h3 i
    rw [Matrix.mulVec_diagonal] at h5
    have h6 : (randicEigenvalue G i - 1) * (Uᵀ *ᵥ w) i = 0 := by linear_combination h5
    exact (mul_eq_zero.mp h6).resolve_left (sub_ne_zero.mpr (h i))
  have h7 : U *ᵥ (Uᵀ *ᵥ w) = w := by rw [Matrix.mulVec_mulVec, hU', Matrix.one_mulVec]
  rw [h4, Matrix.mulVec_zero] at h7
  have h8 := congrFun h7 a
  rw [hwdef] at h8
  exact (hpos hab).ne h8
```

## (g) No eigenvalue exceeds one in absolute value

**Task.** Show that $|\mu_i|\le1$ for every $i$, with or without edges in the graph.

**Solution.** If $\mu_i=0$ there is nothing to do. Otherwise take the eigenvector $x$ from part (d), a vertex $a$ with $x_a\ne0$, and set $y_v=x_v/\sqrt{d_v}$. The vertex $a$ is not isolated, since that would give $\mu_ix_a=(Rx)_a=0$. Hence $y_a\neq0$.

Choose $u$ so that $|y_u|$ is largest. Then $|y_u|\ge|y_a|>0$, so $u$ is not isolated either. Multiplying the eigenvalue equation at $u$ by $\sqrt{d_u}$ and using $x_u=\sqrt{d_u}\,y_u$ gives

$$\sum_{v\sim u}y_v=\mu_i\sqrt{d_u}\,x_u=\mu_id_uy_u.$$

The sum has $d_u$ terms, each at most $|y_u|$ in absolute value. Therefore

$$|\mu_i|\,d_u|y_u|\le\sum_{v\sim u}|y_v|\le d_u|y_u|,$$

and division by $d_u|y_u|>0$ gives the claim.

Lean obtains the maximising vertex from `Finset.exists_max_image`. The estimate of the sum is `hsum`, its value from the eigenvalue equation is `hs`, and the final line cancels the positive factor.

```lean
/-- Every Randić eigenvalue lies between -1 and 1. -/
theorem abs_eigenvalue_le_one (i : V) : |randicEigenvalue G i| ≤ 1 := by
  obtain ⟨x, ⟨a, ha⟩, hx⟩ := exists_eigenvector G i
  simp only [randicMatrix_mulVec] at hx
  by_cases h0 : randicEigenvalue G i = 0
  · simp [h0]
  -- the vertex where the rescaled eigenvector is largest
  obtain ⟨u, -, hu⟩ := Finset.exists_max_image Finset.univ
    (fun v => |x v / √(G.degree v : ℝ)|) ⟨a, Finset.mem_univ a⟩
  have hda : √(G.degree a : ℝ) ≠ 0 := fun h => by
    have h1 := hx a
    rw [h, div_zero] at h1
    exact mul_ne_zero h0 ha h1.symm
  have hpos : 0 < |x u / √(G.degree u : ℝ)| :=
    (abs_pos.mpr (div_ne_zero ha hda)).trans_le (hu a (Finset.mem_univ a))
  have hdu : √(G.degree u : ℝ) ≠ 0 := fun h => by
    rw [h, div_zero, abs_zero] at hpos
    exact lt_irrefl _ hpos
  have hdp : 0 < (G.degree u : ℝ) :=
    Real.sqrt_pos.mp (lt_of_le_of_ne (Real.sqrt_nonneg _) hdu.symm)
  have hsum : |∑ v ∈ G.neighborFinset u, x v / √(G.degree v : ℝ)|
      ≤ (G.degree u : ℝ) * |x u / √(G.degree u : ℝ)| := by
    refine (Finset.abs_sum_le_sum_abs _ _).trans
      ((Finset.sum_le_sum fun v _ => hu v (Finset.mem_univ v)).trans_eq ?_)
    rw [Finset.sum_const, G.card_neighborFinset_eq_degree, nsmul_eq_mul]
  have hs : ∑ v ∈ G.neighborFinset u, x v / √(G.degree v : ℝ)
      = randicEigenvalue G i * (G.degree u : ℝ) * (x u / √(G.degree u : ℝ)) := by
    rw [(div_eq_iff hdu).mp (hx u)]
    have e : x u = x u / √(G.degree u : ℝ) * √(G.degree u : ℝ) := (div_mul_cancel₀ _ hdu).symm
    have q : √(G.degree u : ℝ) * √(G.degree u : ℝ) = G.degree u :=
      Real.mul_self_sqrt (Nat.cast_nonneg _)
    linear_combination (randicEigenvalue G i * √(G.degree u : ℝ)) * e
      + randicEigenvalue G i * (x u / √(G.degree u : ℝ)) * q
  rw [hs, abs_mul, abs_mul, Nat.abs_cast] at hsum
  exact le_of_mul_le_mul_right (by linarith) (mul_pos hdp hpos)
```

## (h) The two bounds on the energy

**Task.** Suppose $a\sim b$. Show that $2\le E\le n$.

**Solution.** For the lower bound, add the vanishing sum from part (e):

$$E=\sum_j|\mu_j|=\sum_j\bigl(|\mu_j|+\mu_j\bigr).$$

No term on the right is negative, and by part (f) one of them is $|1|+1=2$. Hence $E\ge2$. For the upper bound, part (g) gives

$$E=\sum_j|\mu_j|\le\sum_j1=n.$$

In Lean the edge is the hypothesis `hab : G.Adj a b`, and $n$ is `Fintype.card V`. The lemma `Finset.single_le_sum` says that one term is at most the whole sum when all terms are nonnegative. The theorem places $E$ in the interval $[2,n]$ and does not classify the graphs that reach an end. For odd $n$ the upper end is never reached: $E=n$ would make every $\mu_j$ equal to $1$ or $-1$, and an odd number of such values cannot sum to zero.

In a numerical calculation for a graph without isolated vertices, let `A` be the adjacency matrix as a NumPy array and `d` the vector of its row sums. Then `R = A / np.sqrt(np.outer(d, d))` builds the matrix, and `np.abs(np.linalg.eigvalsh(R)).sum()` returns the energy. Up to rounding, the eigenvalues should sum to zero, the largest should be 1, and the energy should lie in $[2,n]$. A failure of any of these points to an error in the input or in the normalisation. For the path on three vertices, the eigenvalues are $1,0,-1$ and the energy is 2.

```lean
variable {G} in
/-- The Randić energy of a graph with at least one edge lies between 2 and the number
of vertices. -/
theorem randicEnergy_bounds {a b : V} (hab : G.Adj a b) :
    2 ≤ randicEnergy G ∧ randicEnergy G ≤ Fintype.card V := by
  constructor
  · obtain ⟨i, hi⟩ := exists_eigenvalue_one hab
    -- by tracelessness the energy is a sum of nonnegative terms |μ| + μ
    have h := Finset.single_le_sum (f := fun j => |randicEigenvalue G j| + randicEigenvalue G j)
      (fun j _ => by linarith [neg_abs_le (randicEigenvalue G j)]) (Finset.mem_univ i)
    simp only [Finset.sum_add_distrib, sum_randicEigenvalue G, hi, abs_one] at h
    unfold randicEnergy
    linarith
  · exact (Finset.sum_le_sum fun i _ => abs_eigenvalue_le_one G i).trans_eq (by simp)
```

## (i) Two vertices joined by an edge

**Task.** Show that $E=2$ when $n=2$ and the two vertices are adjacent.

**Solution.** An edge needs two distinct vertices, so this is the smallest case to which part (h) applies. There the bounds read $2\le E\le2$, and so $E=2$. A direct calculation agrees: both degrees are 1, and

$$R=\begin{pmatrix}0&1\\1&0\end{pmatrix}$$

has normalised eigenvectors $(1,1)/\sqrt2$ and $(1,-1)/\sqrt2$ with eigenvalues $1$ and $-1$. This is the Hückel matrix of ethylene when energies are measured from the site energy in units of the resonance integral $\beta$. Since $\beta$ is negative, the eigenvalue $1$ belongs to the lower level.

The Lean proof takes the first route: it puts `Fintype.card V = 2` into the bounds and combines the two inequalities.

```lean
variable {G} in
/-- Two vertices joined by an edge have Randić energy exactly 2. -/
theorem randicEnergy_single_edge {a b : V} (hab : G.Adj a b) (hV : Fintype.card V = 2) :
    randicEnergy G = 2 := by
  have h := randicEnergy_bounds hab
  rw [hV] at h
  exact le_antisymm (by exact_mod_cast h.2) h.1

end

end RandicEnergy
```

```lean
#print axioms RandicEnergy.randicEnergy_single_edge
```

```
'RandicEnergy.randicEnergy_single_edge' depends on axioms: [propext, Classical.choice, Quot.sound]
```
